# An elementwise plasmon-pole model fitted to positive definite data can have a negative eigenvalue

A GW calculation needs the screening of a charge at all frequencies, while the inverse dielectric matrix \(\epsilon^{-1}\) is expensive to compute at even one. Plasmon-pole models replace its frequency dependence by a simple pole form. In the version treated here, every matrix element receives its own pole, fitted to the element at zero frequency and to the f-sum rule.

On the imaginary frequency axis, the screening response \(S(i\nu)=1-\epsilon^{-1}(i\nu)\), in symmetrised form, is a positive semidefinite matrix for a stable system with time-reversal symmetry. The question is whether the fitted model inherits this property when its input data are positive definite and every fitted squared frequency is positive. It need not: a real \(2\times2\) example fails at one imaginary frequency. Positive definite input and real pole frequencies therefore do not by themselves guarantee that an elementwise fit gives a positive screening response. The example is a matrix example, not data from a material.

Let \(A=S(0)\) be the static screening matrix and \(F=\lim_{\nu\to\infty}\nu^2S(i\nu)\) the f-sum matrix. The fit is

\[
\Omega_{ij}^2=\frac{F_{ij}}{A_{ij}},\qquad
M_{ij}(\nu)=\frac{F_{ij}}{\Omega_{ij}^2+\nu^2}.
\]

In a plane-wave code that uses this model, \(i\) and \(j\) are reciprocal lattice vectors at a fixed wave vector. The code inverts the static dielectric matrix to get \(A_{ij}\), builds \(F_{ij}\) from a Fourier component of the electron density, and divides one number by the other. No step of this division looks at the matrix as a whole.

```lean
import Mathlib

open Matrix Filter Topology

namespace ElementwisePlasmonPole

noncomputable section
```

The matrices are taken to be real, as they are in a plane-wave basis when the crystal has time-reversal symmetry and an inversion centre at the origin. In Lean, `poleSq` is \(\Omega_{ij}^2\), and `plasmonPole` is the whole model matrix \(M(\nu)\), not a pole position.

```lean
/-- The squared plasmon-pole frequency fitted to each matrix element, `F i j / A i j`, from the
static screening matrix `A` and the f-sum matrix `F`; it is meant for `A i j ≠ 0`. -/
def poleSq {n : Type*} (A F : Matrix n n ℝ) (i j : n) : ℝ := F i j / A i j

/-- The elementwise plasmon-pole model at imaginary frequency `iν`: one pole per matrix element.
It is meant for `A i j ≠ 0` and `poleSq A F i j + ν ^ 2 ≠ 0`. -/
def plasmonPole {n : Type*} (A F : Matrix n n ℝ) (ν : ℝ) : Matrix n n ℝ :=
  fun i j => F i j / (poleSq A F i j + ν ^ 2)
```

The examples use real symmetric matrices with indices 0 and 1. The arguments of `coupled a b c` are the two diagonal elements, followed by the off-diagonal one.

```lean
/-- The real symmetric matrix with diagonal elements `a`, `b` and off-diagonal element `c`. -/
def coupled (a b c : ℝ) : Matrix (Fin 2) (Fin 2) ℝ := !![a, c; c, b]
```

## Nonzero elements fix the squared frequency and the strength of each pole

The hypothesis `A i j ≠ 0` says that the element screens statically, so that a squared pole frequency can be fitted. This square is negative, and the frequency imaginary, if \(A_{ij}\) and \(F_{ij}\) have opposite signs. By hand the hypothesis permits multiplying numerator and denominator by \(A_{ij}\):

\[
M_{ij}(\nu)=\frac{A_{ij}F_{ij}}{F_{ij}+\nu^2A_{ij}}.
\]

The proof uses it at the same place, to put \(F_{ij}/A_{ij}+\nu^2\) over the denominator \(A_{ij}\). Without it there is no fitted frequency; Lean's convention \(x/0=0\) would then give \(F_{ij}/\nu^2\) on the left and zero on the right.

```lean
/-- Where the static element is nonzero, the model element is `A F / (F + ν² A)`, taken
element by element. -/
theorem plasmonPole_apply {n : Type*} (A F : Matrix n n ℝ) (ν : ℝ) (i j : n)
    (hA : A i j ≠ 0) :
    plasmonPole A F ν i j = A i j * F i j / (F i j + ν ^ 2 * A i j) := by
  have h : F i j / A i j + ν ^ 2 = (F i j + ν ^ 2 * A i j) / A i j := by
    rw [eq_div_iff hA, add_mul, div_mul_cancel₀ _ hA]
  unfold plasmonPole poleSq
  rw [h, div_div_eq_mul_div, mul_comm (F i j) (A i j)]
```

The hypothesis `F i j ≠ 0` says that the pole has strength. At \(\nu=0\) the formula becomes \(A_{ij}F_{ij}/F_{ij}=A_{ij}\), and the cancellation needs \(F_{ij}\neq0\). If \(F_{ij}=0\) while \(A_{ij}\neq0\), the model vanishes and the static value is lost. At large \(\nu\),

\[
\nu^2M_{ij}(\nu)=F_{ij}-\frac{F_{ij}\Omega_{ij}^2}{\Omega_{ij}^2+\nu^2}\longrightarrow F_{ij}.
\]

The theorem states both limits, so the model does reproduce the data to which it was fitted. Its proof uses the same decomposition, for \(\nu\) large enough that the denominator is positive.

```lean
/-- Where the static and f-sum elements are nonzero, the model reproduces the static element at
`ν = 0`, and `ν²` times the model tends to the f-sum element at large `ν`. -/
theorem plasmonPole_limits {n : Type*} (A F : Matrix n n ℝ) (i j : n)
    (hA : A i j ≠ 0) (hF : F i j ≠ 0) :
    plasmonPole A F 0 i j = A i j ∧
      Tendsto (fun ν : ℝ => ν ^ 2 * plasmonPole A F ν i j) atTop (𝓝 (F i j)) := by
  constructor
  · rw [plasmonPole_apply A F 0 i j hA]
    have h : F i j + (0 : ℝ) ^ 2 * A i j = F i j := by ring
    rw [h, mul_div_assoc, div_self hF, mul_one]
  · -- the deviation from the f-sum value decays like a constant over `w + ν²`
    have key : ∀ w f : ℝ, Tendsto (fun ν : ℝ => ν ^ 2 * (f / (w + ν ^ 2))) atTop (𝓝 f) := by
      intro w f
      have h : Tendsto (fun ν : ℝ => w + ν ^ 2) atTop atTop :=
        tendsto_atTop_add_const_left _ _ (tendsto_pow_atTop two_ne_zero)
      have h2 : Tendsto (fun ν : ℝ => f - f * w / (w + ν ^ 2)) atTop (𝓝 (f - 0)) :=
        tendsto_const_nhds.sub (h.const_div_atTop (f * w))
      rw [sub_zero] at h2
      refine h2.congr' ?_
      filter_upwards [h.eventually_gt_atTop 0] with ν hν
      rw [sub_eq_iff_eq_add, ← mul_div_assoc, ← add_div, eq_div_iff (ne_of_gt hν)]
      ring
    exact key (poleSq A F i j) (F i j)
```

## Positive definite data: the coupling lies below the geometric mean

Positive definiteness of \(A\) and \(F\) means that every nonzero charge pattern is screened statically and carries positive f-sum weight. For a \(2\times2\) matrix with diagonal \(a,b\) and off-diagonal \(c\), the quadratic form is

\[
q(x)=ax_0^2+2cx_0x_1+bx_1^2 .
\]

```lean
/-- The quadratic form of a symmetric two-by-two matrix, written out. -/
theorem coupled_quadratic (a b c : ℝ) (x : Fin 2 → ℝ) :
    star x ⬝ᵥ (coupled a b c *ᵥ x) = a * x 0 ^ 2 + 2 * c * x 0 * x 1 + b * x 1 ^ 2 := by
  simp [coupled, Matrix.mulVec, dotProduct, Fin.sum_univ_two]
  ring
```

Multiplying by \(a\) and completing the square gives

\[
a\,q(x)=(ax_0+cx_1)^2+(ab-c^2)x_1^2 .
\]

If \(a>0\) and \(c^2<ab\), this is positive for \(x_1\neq0\). For \(x_1=0\) the form is \(ax_0^2\), which is positive because \(x_0\) is then nonzero. The proof makes the same case distinction. Mathlib's `PosDef` also requires the matrix to be Hermitian, which is checked entry by entry.

Without \(c^2<ab\), the vector \((c,-a)\) gives \(q=a(ab-c^2)\le0\), and definiteness is lost.

```lean
/-- A symmetric two-by-two matrix with `a > 0` and `c² < a b` is positive definite. -/
theorem coupled_posDef {a b c : ℝ} (ha : 0 < a) (hc : c ^ 2 < a * b) :
    (coupled a b c).PosDef := by
  refine Matrix.posDef_iff_dotProduct_mulVec.mpr ⟨?_, ?_⟩
  · refine Matrix.IsHermitian.ext fun i j => ?_
    fin_cases i <;> fin_cases j <;> simp [coupled]
  · intro x hx
    rw [coupled_quadratic]
    by_cases h1 : x 1 = 0
    · have h0 : x 0 ≠ 0 := by
        intro h0
        apply hx
        ext i
        fin_cases i
        · exact h0
        · exact h1
      have : 0 < a * x 0 ^ 2 := by positivity
      simpa [h1] using this
    · -- complete the square after multiplying by `a`
      have h2 : 0 < x 1 ^ 2 := by positivity
      refine (mul_pos_iff_of_pos_left ha).mp ?_
      nlinarith [sq_nonneg (a * x 0 + c * x 1), mul_pos (sub_pos.mpr hc) h2]
```

## Positive elements and exchanged diagonals

Now let \(F\) have the diagonal of \(A\) in reverse order:

\[
A=\begin{pmatrix}a&c\\c&b\end{pmatrix},\qquad
F=\begin{pmatrix}b&c\\c&a\end{pmatrix},\qquad a,b,c>0 .
\]

If \(a\neq b\), one channel screens more strongly at zero frequency than the other, but has less f-sum weight. This choice keeps the algebra short. It is not plane-wave data: in the symmetrised plane-wave form, the f-sum rule makes every diagonal element of \(F\) equal to the squared plasma frequency. The squared frequencies are \(b/a\) and \(a/b\) on the diagonal and \(1\) off it, so the unit of frequency is the fitted frequency of the coupling. At \(\nu=1\),

\[
M_{00}=M_{11}=\frac{ab}{a+b}=:d,\qquad M_{01}=M_{10}=\frac{c\cdot c}{c+c}=\frac c2 .
\]

Positivity of \(a\), \(b\) and \(c\) makes the squared frequencies positive and the divisions legitimate. If \(a\) and \(b\) had opposite signs, both diagonal squared frequencies would be negative. The proof computes the elements one at a time.

```lean
/-- For static data `(a, b, c)` and f-sum data `(b, a, c)`, all positive, every fitted squared
frequency is positive, and at `ν = 1` the model has diagonal `ab/(a+b)` and off-diagonal `c/2`. -/
theorem mirror_model {a b c : ℝ} (ha : 0 < a) (hb : 0 < b) (hc : 0 < c) :
    (∀ i j, 0 < poleSq (coupled a b c) (coupled b a c) i j) ∧
      plasmonPole (coupled a b c) (coupled b a c) 1 =
        coupled (a * b / (a + b)) (a * b / (a + b)) (c / 2) := by
  constructor
  · intro i j
    fin_cases i <;> fin_cases j
    exacts [div_pos hb ha, div_pos hc hc, div_pos hc hc, div_pos ha hb]
  · have h : ∀ x y : ℝ, 0 < x → y / (y / x + 1 ^ 2) = x * y / (x + y) := by
      intro x y hx
      have h' : y / x + 1 ^ 2 = (x + y) / x := by
        rw [eq_div_iff hx.ne', add_mul, div_mul_cancel₀ _ hx.ne']
        ring
      rw [h', div_div_eq_mul_div, mul_comm y x]
    have h2 : a / (a / b + 1 ^ 2) = a * b / (a + b) := by
      rw [mul_comm a b, add_comm a b]
      exact h b a hb
    have h3 : c / (c / c + 1 ^ 2) = c / 2 := by
      rw [div_self hc.ne']
      norm_num
    ext i j
    fin_cases i <;> fin_cases j
    exacts [h a b ha, h3, h3, h2]
```

The eigenvalues of this matrix are \(d+c/2\) on \((1,1)/\sqrt2\) and \(d-c/2\) on \((1,-1)/\sqrt2\). For \(c>0\) the second is the smaller, so the model is positive semidefinite exactly when

\[
c\le 2d=\frac{2ab}{a+b},
\]

the harmonic mean of \(a\) and \(b\). The sign of \(c\) matters here: a sufficiently negative coupling satisfies this inequality, but makes the eigenvalue on \((1,1)/\sqrt2\) negative.

The Lean proof obtains necessity from the unnormalised vector `![1, -1]`, whose quadratic form is \(2d-c\). For sufficiency it uses

\[
d(x_0^2+x_1^2)+cx_0x_1=\Bigl(d-\frac c2\Bigr)(x_0^2+x_1^2)+\frac c2(x_0+x_1)^2 .
\]

The tactic `nlinarith` finishes this step. It is handed two nonnegative expressions, \((d-c/2)(x_0^2+x_1^2)\) and \(c(x_0+x_1)^2\). After expansion it treats monomials such as \(dx_0^2\) and \(cx_0x_1\) as unknowns in a linear problem, and the first expression plus half the second is the required form. The idea is in the choice of these expressions; the tactic finds the coefficients. Before this, `generalize` replaces \(ab/(a+b)\) by the single letter \(d\), so that no fraction enters the search.

```lean
/-- For positive `a`, `b`, `c`, the model built from static data `(a, b, c)` and f-sum data
`(b, a, c)` is positive semidefinite at `ν = 1` exactly when the coupling `c` does not exceed
the harmonic mean of `a` and `b`. -/
theorem model_posSemidef_iff {a b c : ℝ} (ha : 0 < a) (hb : 0 < b) (hc : 0 < c) :
    (plasmonPole (coupled a b c) (coupled b a c) 1).PosSemidef ↔
      c ≤ 2 * a * b / (a + b) := by
  rw [(mirror_model ha hb hc).2]
  have hd : 2 * a * b / (a + b) = 2 * (a * b / (a + b)) := by ring
  rw [hd]
  generalize a * b / (a + b) = d
  constructor
  · intro h
    -- test with the antisymmetric vector
    have h1 := h.dotProduct_mulVec_nonneg ![1, -1]
    rw [coupled_quadratic] at h1
    norm_num at h1
    linarith
  · intro h
    refine Matrix.PosSemidef.of_dotProduct_mulVec_nonneg ?_ ?_
    · refine Matrix.IsHermitian.ext fun i j => ?_
      fin_cases i <;> fin_cases j <;> simp [coupled]
    · intro x
      rw [coupled_quadratic]
      have h1 : 0 ≤ d - c / 2 := by linarith
      nlinarith [mul_nonneg h1 (add_nonneg (sq_nonneg (x 0)) (sq_nonneg (x 1))),
        mul_nonneg hc.le (sq_nonneg (x 0 + x 1))]
```

## Unequal diagonals leave room for failure

The data are positive definite for \(c<\sqrt{ab}\), while the model fails for \(c>2ab/(a+b)\). Both can hold if the harmonic mean is smaller than the geometric mean. Squaring the positive quantities gives

\[
\frac{4a^2b^2}{(a+b)^2}<ab
\iff 4ab<(a+b)^2
\iff 0<(a-b)^2 .
\]

This is where `a ≠ b` enters, both by hand and in the proof; physically, the two channels have different fitted frequencies. `exists_between` then picks a coupling between the two means. If \(a=b\), then \(A=F\), all fitted frequencies coincide, and the model is \(A/(1+\nu^2)\), which stays positive definite whenever \(A\) is.

```lean
/-- For any two different positive diagonal elements there is a positive coupling for which the
static and f-sum matrices are positive definite and all fitted squared frequencies are positive,
yet the model at `ν = 1` is not positive semidefinite. -/
theorem exists_failing_coupling {a b : ℝ} (ha : 0 < a) (hb : 0 < b) (hab : a ≠ b) :
    ∃ c : ℝ, 0 < c ∧ (coupled a b c).PosDef ∧ (coupled b a c).PosDef ∧
      (∀ i j, 0 < poleSq (coupled a b c) (coupled b a c) i j) ∧
      ¬ (plasmonPole (coupled a b c) (coupled b a c) 1).PosSemidef := by
  have hpos : 0 < 2 * a * b / (a + b) := by positivity
  -- the harmonic mean lies strictly below the geometric mean
  have hlt : 2 * a * b / (a + b) < Real.sqrt (a * b) := by
    refine (Real.lt_sqrt hpos.le).mpr ?_
    have hne : a - b ≠ 0 := sub_ne_zero.mpr hab
    have hsq : 0 < a * b * (a - b) ^ 2 := by positivity
    rw [div_pow, div_lt_iff₀ (by positivity)]
    nlinarith [hsq]
  obtain ⟨c, h1, h2⟩ := exists_between hlt
  have hc : 0 < c := hpos.trans h1
  have hg : c ^ 2 < a * b := (Real.lt_sqrt hc.le).mp h2
  refine ⟨c, hc, coupled_posDef ha hg, coupled_posDef hb (by linarith [mul_comm a b]),
    (mirror_model ha hb hc).1, ?_⟩
  rw [model_posSemidef_iff ha hb hc]
  exact not_le_of_gt h1
```

For \(a=0.1\), \(b=0.4\) and \(c=0.19\), the harmonic mean is \(0.16\) and the geometric mean \(0.2\), so the coupling lies between them. The model at \(\nu=1\) is

\[
M(1)=\begin{pmatrix}0.08&0.095\\0.095&0.08\end{pmatrix},\qquad
M(1)\begin{pmatrix}1\\-1\end{pmatrix}=-0.015\begin{pmatrix}1\\-1\end{pmatrix}.
\]

In the self-energy, the symmetrised response is contracted with products of two orbitals, weighted by the square root of the Coulomb interaction. A weighted product with components \((1,-1)/\sqrt2\) in the basis of the example would receive \(-0.015\), where a positive semidefinite response gives a nonnegative number.

The theorem states the definiteness of both data matrices, the positive squared frequencies and the eigenvalue equation. Its proof takes the definiteness from `coupled_posDef`, inserts the numbers into `mirror_model` and multiplies out.

```lean
/-- The static matrix `[[1, 1.9], [1.9, 4]]/10` and the f-sum matrix `[[4, 1.9], [1.9, 1]]/10` are
positive definite with positive fitted squared frequencies, yet the model at `ν = 1` has the
eigenvalue `-0.015` with eigenvector `(1, -1)`. -/
theorem negative_screening_eigenvalue :
    let A := coupled (1 / 10) (4 / 10) (19 / 100)
    let F := coupled (4 / 10) (1 / 10) (19 / 100)
    A.PosDef ∧ F.PosDef ∧ (∀ i j, 0 < poleSq A F i j) ∧
      plasmonPole A F 1 *ᵥ ![1, -1] = (-15 / 1000 : ℝ) • ![1, -1] := by
  intro A F
  have h := mirror_model (a := 1 / 10) (b := 4 / 10) (c := 19 / 100)
    (by norm_num) (by norm_num) (by norm_num)
  refine ⟨coupled_posDef (by norm_num) (by norm_num),
    coupled_posDef (by norm_num) (by norm_num), h.1, ?_⟩
  change plasmonPole (coupled _ _ _) (coupled _ _ _) 1 *ᵥ _ = _
  rw [h.2]
  ext i
  fin_cases i <;> simp [coupled, Matrix.mulVec, dotProduct, Fin.sum_univ_two] <;> norm_num
```

## The same data from a response with positive weights

One might suspect that no positive response has these \(A\) and \(F\). Consider two poles at frequencies \(7\) and \(1/7\), with weight matrices \(P\) and \(Q\) (here \(P\) is not the polarisability):

\[
S(i\nu)=\frac{P}{49+\nu^2}+\frac{Q}{1/49+\nu^2}.
\]

Matching the static value and the f-sum requires \(P/49+49Q=A\) and \(P+Q=F\), hence

\[
Q=\frac{49A-F}{2400},\qquad P=F-Q .
\]

For the numbers above, both weights satisfy the determinant condition and are positive definite. The theorem records this and the two matching equations, which its proof verifies element by element.

```lean
/-- The explicit matrices `P` and `Q` are positive definite, `P/7² + Q/(1/7)²` is the matrix
`[[1, 1.9], [1.9, 4]]/10`, and `P + Q` is the matrix `[[4, 1.9], [1.9, 1]]/10`. -/
theorem data_from_two_poles :
    let P := coupled (637 / 1600) (147 / 1600) (931 / 5000)
    let Q := coupled (3 / 1600) (13 / 1600) (19 / 5000)
    P.PosDef ∧ Q.PosDef ∧
      ((7 : ℝ) ^ 2)⁻¹ • P + ((1 / 7 : ℝ) ^ 2)⁻¹ • Q = coupled (1 / 10) (4 / 10) (19 / 100) ∧
      P + Q = coupled (4 / 10) (1 / 10) (19 / 100) := by
  intro P Q
  refine ⟨coupled_posDef (by norm_num) (by norm_num),
    coupled_posDef (by norm_num) (by norm_num), ?_, ?_⟩
  · ext i j
    fin_cases i <;> fin_cases j <;> simp [P, Q, coupled] <;> norm_num
  · ext i j
    fin_cases i <;> fin_cases j <;> simp [P, Q, coupled] <;> norm_num

end

end ElementwisePlasmonPole
```

It follows by hand that \(S(i\nu)\) is positive definite at every real \(\nu\), as a sum of positive definite matrices with positive factors. The negative eigenvalue therefore comes from giving each element its own pole. \(P\) and \(Q\) are chosen numbers, not derived from a Hamiltonian, and the unequal diagonal elements of \(F\) rule out the symmetrised plane-wave form. Equal diagonal elements do not prevent the failure, as a calculation by hand shows. Keep \(A\), and let \(F\) have diagonal elements \(1\) and off-diagonal elements \(0.95\). Both matrices are positive definite, and the squared frequencies are \(10\), \(2.5\) and \(5\). At \(\nu^2=5\) the model has diagonal elements \(1/15\) and \(2/15\) and off-diagonal elements \(0.095\), so its determinant \(2/225-0.095^2\) is negative. Whether a material has such data is not settled here.

```lean
#print axioms ElementwisePlasmonPole.plasmonPole_limits
-- 'ElementwisePlasmonPole.plasmonPole_limits' depends on axioms: [propext, Classical.choice, Quot.sound]
#print axioms ElementwisePlasmonPole.exists_failing_coupling
-- 'ElementwisePlasmonPole.exists_failing_coupling' depends on axioms: [propext, Classical.choice, Quot.sound]
#print axioms ElementwisePlasmonPole.negative_screening_eigenvalue
-- 'ElementwisePlasmonPole.negative_screening_eigenvalue' depends on axioms: [propext, Classical.choice, Quot.sound]
#print axioms ElementwisePlasmonPole.data_from_two_poles
-- 'ElementwisePlasmonPole.data_from_two_poles' depends on axioms: [propext, Classical.choice, Quot.sound]
```
